# Unique maximum of the UBI-QEP binding energy over real bond orders that sum to one, for positive bond strengths

If every bond between an adsorbed atom and the surface is counted at full strength, an atom in a threefold hollow of equal sites comes out bound three times as strongly as an atom on top of one site. The model used here prevents this by a postulate: the bond orders sum to one. It stands for a fixed bonding capacity of the adsorbate, so a bond gained at one site weakens the others.

The problems below find the strongest binding when the bond orders may be any real numbers with that sum; part (e) tells when none of the optimal orders is negative. In surface catalysis the result gives estimates of adsorption energies from a few bond strengths, within a model of Morse bonds coupled only by the fixed sum of their orders. This is the energy maximisation inside the UBI-QEP method (unity bond index–quadratic exponential potential); activation barriers are not treated.

## Sites, strengths and bond orders

The sites form a finite type `ι` with $n$ elements.

```lean
import Mathlib

open Finset

namespace BondOrderConservation

noncomputable section

variable {ι : Type*} [Fintype ι]
```

A bond of length $r$, with equilibrium length $r_0$ and decay constant $\beta$, has bond order $x=e^{-\beta(r-r_0)}$.

```lean
/-- Bond order of a bond of length `r`, with equilibrium length `r₀` and decay constant `β`. -/
def bondOrder (β r₀ r : ℝ) : ℝ := Real.exp (-β * (r - r₀))
```

Its Morse potential with well depth $Q$ is $V(r)=Q\,(e^{-2\beta(r-r_0)}-2e^{-\beta(r-r_0)})$, which is zero at infinite separation when $\beta>0$.

```lean
/-- Morse potential energy with well depth `Q`, equilibrium length `r₀` and decay constant `β`. -/
def morse (Q β r₀ r : ℝ) : ℝ :=
  Q * (Real.exp (-2 * β * (r - r₀)) - 2 * Real.exp (-β * (r - r₀)))
```

A bond of strength $Q$ and order $x$ is assigned the binding energy $Q(2x-x^2)$, counted positive for binding.

```lean
/-- Binding energy of one bond of strength `Q` at bond order `x`. -/
def bondEnergy (Q x : ℝ) : ℝ := Q * (2 * x - x ^ 2)
```

With strength $Q_i$ and order $x_i$ at site $i$, the total is $E(x)=\sum_i Q_i(2x_i-x_i^2)$.

```lean
/-- Total binding energy of an adsorbate bound to site `i` with strength `Q i` and
bond order `x i`. -/
def totalEnergy (Q x : ι → ℝ) : ℝ := ∑ i, bondEnergy (Q i) (x i)
```

Three abbreviations follow. The first is $S=\sum_i 1/Q_i$.

```lean
/-- Sum of the inverse bond strengths, for nonzero strengths. -/
def softness (Q : ι → ℝ) : ℝ := ∑ i, (Q i)⁻¹
```

The second is $x_i^*=1-c/Q_i$ with $c=(n-1)/S$.

```lean
/-- The bond order at site `i` that maximises the total binding energy over real bond orders summing
to one, for positive strengths and at least one site. -/
def optimalOrder (Q : ι → ℝ) (i : ι) : ℝ :=
  1 - ((Fintype.card ι : ℝ) - 1) / softness Q * (Q i)⁻¹
```

The third is $E^*=\sum_i Q_i-(n-1)^2/S$. Parts (c) and (d) justify the names `optimalOrder` and `maxEnergy` of the last two.

```lean
/-- The largest total binding energy over real bond orders summing to one, for positive strengths
and at least one site. -/
def maxEnergy (Q : ι → ℝ) : ℝ :=
  ∑ i, Q i - ((Fintype.card ι : ℝ) - 1) ^ 2 / softness Q
```

The $x_i$ are independent real variables apart from their sum. Whether an atomic position realises all the corresponding bond lengths at once is not examined, and the strengths are inputs.

## (a) The Morse potential as a function of bond order

Show that the binding energy is the Morse potential with its sign reversed:
$$V(r)=-Q(2x-x^2),\qquad x=e^{-\beta(r-r_0)}.$$

**Solution.** Since $e^{-2\beta(r-r_0)}=x^2$, we have $V=Q(x^2-2x)=-Q(2x-x^2)$. In Lean, `h` is the identity for the squared exponential, and `ring` does the rest.

```lean
/-- The Morse potential is minus the binding energy written in terms of the bond order. -/
theorem morse_eq_neg_bondEnergy (Q β r₀ r : ℝ) :
    morse Q β r₀ r = -bondEnergy Q (bondOrder β r₀ r) := by
  have h : Real.exp (-2 * β * (r - r₀)) = Real.exp (-β * (r - r₀)) ^ 2 := by
    rw [sq, ← Real.exp_add]
    congr 1
    ring
  unfold morse bondEnergy bondOrder
  rw [h]
  ring
```

## (b) The sign of the summed inverse strengths

For positive strengths on at least one site, show that
$$S>0.$$

**Solution.** Each $1/Q_i$ is positive, and the sum has at least one term. The hypothesis `[Nonempty ι]` supplies that term.

```lean
/-- For positive strengths on at least one site, the sum of inverse strengths is positive. -/
theorem softness_pos [Nonempty ι] {Q : ι → ℝ} (hQ : ∀ i, 0 < Q i) : 0 < softness Q :=
  Finset.sum_pos (fun i _ => inv_pos.mpr (hQ i)) Finset.univ_nonempty
```

## (c) Completing the square under the constraint

For positive strengths, $n\ge1$ and $\sum_i x_i=1$, show that
$$E(x)=E^*-\sum_i Q_i(x_i-x_i^*)^2.$$

**Solution.** Write $x_i-x_i^*=c/Q_i-(1-x_i)$. Then
$$Q_i(x_i-x_i^*)^2=Q_i(1-x_i)^2-2c(1-x_i)+\frac{c^2}{Q_i}.$$
Since $Q_i(2x_i-x_i^2)=Q_i-Q_i(1-x_i)^2$, each site contributes
$$Q_i-Q_i(x_i-x_i^*)^2-2c(1-x_i)+\frac{c^2}{Q_i}.$$
Now sum over $i$. The constraint gives $\sum_i(1-x_i)=n-1$, and $cS=n-1$, so the last two terms add up to
$$-2c(n-1)+c^2S=-c(n-1)=-\frac{(n-1)^2}{S}.$$
In the proof, `hpt` is the identity for one site, `h1` is the summed constraint, and the final `linear_combination` uses $cS=n-1$.

```lean
/-- For positive strengths and bond orders summing to one over at least one site, the binding
energy falls below its optimal value by a weighted sum of squared deviations from the
optimal bond orders. -/
theorem totalEnergy_eq [Nonempty ι] {Q x : ι → ℝ} (hQ : ∀ i, 0 < Q i) (hx : ∑ i, x i = 1) :
    totalEnergy Q x = maxEnergy Q - ∑ i, Q i * (x i - optimalOrder Q i) ^ 2 := by
  have hS := (softness_pos hQ).ne'
  -- `c` is half the Lagrange multiplier of bond-order conservation
  obtain ⟨c, hc⟩ : ∃ c, c = ((Fintype.card ι : ℝ) - 1) / softness Q := ⟨_, rfl⟩
  have hcS : c * softness Q = (Fintype.card ι : ℝ) - 1 := by
    rw [hc, div_mul_cancel₀ _ hS]
  have hmax : ((Fintype.card ι : ℝ) - 1) ^ 2 / softness Q
      = c * ((Fintype.card ι : ℝ) - 1) := by
    rw [hc]
    ring
  -- complete the square on each site
  have hpt : ∀ i, bondEnergy (Q i) (x i) = Q i - Q i * (x i - optimalOrder Q i) ^ 2
      - 2 * c * (1 - x i) + c ^ 2 * (Q i)⁻¹ := by
    intro i
    have hq : Q i * (Q i)⁻¹ = 1 := mul_inv_cancel₀ (hQ i).ne'
    unfold bondEnergy optimalOrder
    rw [← hc]
    linear_combination (2 * c * (x i - 1) + c ^ 2 * (Q i)⁻¹) * hq
  have h1 : ∑ i, (1 - x i) = (Fintype.card ι : ℝ) - 1 := by
    simp [Finset.sum_sub_distrib, hx]
  -- sum over sites and use the constraint
  unfold totalEnergy
  rw [Finset.sum_congr rfl (fun i _ => hpt i), Finset.sum_add_distrib,
    Finset.sum_sub_distrib, Finset.sum_sub_distrib, ← Finset.mul_sum, ← Finset.mul_sum, h1]
  unfold maxEnergy
  unfold softness at hcS hmax ⊢
  linear_combination c * hcS + hmax
```

## (d) The maximum and its only maximiser

For positive strengths and $n\ge1$, show that $\sum_i x_i^*=1$ and that, whenever $\sum_i x_i=1$,
$$E(x)\le E^*,\qquad E(x)=E^*\iff x=x^*.$$

**Solution.** Stationarity under the constraint requires $2Q_i(1-x_i)=2c$ at every site, hence $x_i=1-c/Q_i$. Here $2c$ is the Lagrange multiplier. The sum is $n-cS=1$, so $x^*$ is admissible. By (c), $E^*-E(x)$ is a sum of nonnegative terms. It vanishes only if every term does, and $Q_i>0$ then forces $x_i=x_i^*$. Lean takes this last step with `Finset.sum_eq_zero_iff_of_nonneg`.

As a numerical instance, take strengths $2,3,6$ in any energy unit. Then $S=1$ and $c=2$, so $x^*=(0,\tfrac13,\tfrac23)$ and $E^*=11-4=7$. Directly, the bonds give $0+\tfrac53+\tfrac{16}3=7$.

```lean
/-- For positive strengths on at least one site, the optimal bond orders sum to one, and among
all real bond orders summing to one they alone give the largest total binding energy. -/
theorem unique_maximum [Nonempty ι] {Q : ι → ℝ} (hQ : ∀ i, 0 < Q i) :
    ∑ i, optimalOrder Q i = 1 ∧
    ∀ x : ι → ℝ, ∑ i, x i = 1 →
      totalEnergy Q x ≤ maxEnergy Q ∧
      (totalEnergy Q x = maxEnergy Q ↔ x = optimalOrder Q) := by
  constructor
  · have hS := (softness_pos hQ).ne'
    have h : ∑ i, optimalOrder Q i = (Fintype.card ι : ℝ)
        - ((Fintype.card ι : ℝ) - 1) / softness Q * softness Q := by
      unfold optimalOrder
      rw [Finset.sum_sub_distrib, ← Finset.mul_sum]
      simp [softness]
    rw [h, div_mul_cancel₀ _ hS]
    ring
  · intro x hx
    have hnn : ∀ i ∈ (Finset.univ : Finset ι), 0 ≤ Q i * (x i - optimalOrder Q i) ^ 2 :=
      fun i _ => mul_nonneg (hQ i).le (sq_nonneg _)
    have hsum := Finset.sum_nonneg hnn
    have hE := totalEnergy_eq hQ hx
    refine ⟨by linarith, fun h => ?_, fun h => ?_⟩
    · -- a vanishing sum of nonnegative terms vanishes on every site
      have h0 : ∑ i, Q i * (x i - optimalOrder Q i) ^ 2 = 0 := by linarith
      funext i
      have hi := (Finset.sum_eq_zero_iff_of_nonneg hnn).mp h0 i (Finset.mem_univ i)
      have hsq := (mul_eq_zero.mp hi).resolve_left (hQ i).ne'
      exact sub_eq_zero.mp (pow_eq_zero_iff (two_ne_zero)|>.mp hsq)
    · rw [hE, h]
      simp
```

## (e) When the optimal order is nonnegative

An order $e^{-\beta(r-r_0)}$ is positive, but the maximisation ran over all real numbers. For positive strengths and $n\ge1$, show that
$$x_i^*\ge0\iff n-1\le Q_iS.$$

**Solution.** Multiply $1-(n-1)/(SQ_i)\ge0$ by $SQ_i>0$. Equality means a broken bond, one of infinite length, as at the weakest site in (d). If the condition fails at some site, $E^*$ is still an upper bound, but no set of bond lengths attains it.

```lean
/-- For positive strengths on `n ≥ 1` sites, the optimal bond order at a site is nonnegative
exactly when its strength times the sum of inverse strengths is at least `n - 1`. -/
theorem optimalOrder_nonneg_iff [Nonempty ι] {Q : ι → ℝ} (hQ : ∀ i, 0 < Q i) (i : ι) :
    0 ≤ optimalOrder Q i ↔ (Fintype.card ι : ℝ) - 1 ≤ Q i * softness Q := by
  have hS := softness_pos hQ
  unfold optimalOrder
  rw [sub_nonneg, ← div_eq_mul_inv, div_le_one (hQ i), div_le_iff₀ hS]
```

## (f) Equal sites

For $n\ge1$ sites of common strength $Q_0>0$ and $\sum_i x_i=1$, show that
$$E(x)\le Q_0\left(2-\frac1n\right),$$
with equality exactly when every $x_i=1/n$.

**Solution.** Here $S=n/Q_0$, so $x_i^*=1-(n-1)/n=1/n$ and
$$E^*=nQ_0-\frac{(n-1)^2Q_0}{n}=Q_0\,\frac{2n-1}{n}.$$
Part (d) finishes the argument. The threefold hollow binds with $\tfrac53Q_0$ instead of $3Q_0$. In Lean, `hs`, `hm` and `ho` evaluate $S$, $E^*$ and $x_i^*$.

```lean
/-- For `n ≥ 1` sites of equal strength `Q₀ > 0` and real bond orders summing to one, the binding
energy is at most `Q₀ (2 - 1/n)`, with equality exactly when every bond order is `1/n`. -/
theorem equal_sites [Nonempty ι] {Q₀ : ℝ} (hQ : 0 < Q₀) {x : ι → ℝ} (hx : ∑ i, x i = 1) :
    totalEnergy (fun _ => Q₀) x ≤ Q₀ * (2 - 1 / (Fintype.card ι : ℝ)) ∧
    (totalEnergy (fun _ => Q₀) x = Q₀ * (2 - 1 / (Fintype.card ι : ℝ)) ↔
      ∀ i, x i = 1 / (Fintype.card ι : ℝ)) := by
  have hn : (Fintype.card ι : ℝ) ≠ 0 := by exact_mod_cast Fintype.card_ne_zero
  have hQ' := hQ.ne'
  have hs : softness (fun _ : ι => Q₀) = (Fintype.card ι : ℝ) / Q₀ := by
    simp [softness, div_eq_mul_inv]
  have hm : maxEnergy (fun _ : ι => Q₀) = Q₀ * (2 - 1 / (Fintype.card ι : ℝ)) := by
    unfold maxEnergy
    rw [hs, Finset.sum_const, Finset.card_univ, nsmul_eq_mul]
    field_simp
    ring
  have ho : ∀ i : ι, optimalOrder (fun _ : ι => Q₀) i = 1 / (Fintype.card ι : ℝ) := by
    intro i
    unfold optimalOrder
    rw [hs]
    field_simp
    ring
  have h := (unique_maximum (fun _ : ι => hQ)).2 x hx
  rw [hm, funext_iff] at h
  simpa only [ho] using h
```

## (g) The trend with coordination number

For $Q_0>0$ and natural numbers $0<m<n$, show that
$$Q_0\left(2-\frac1m\right)<Q_0\left(2-\frac1n\right).$$

**Solution.** From $0<m<n$ follows $1/n<1/m$; subtract from 2 and multiply by $Q_0$. At equal site strength, the model therefore favours higher coordination.

```lean
/-- For `Q₀ > 0`, the bound `Q₀ (2 - 1/n)` of `equal_sites` increases strictly with the number
`n ≥ 1` of sites. -/
theorem coordination_trend {Q₀ : ℝ} (hQ : 0 < Q₀) {m n : ℕ} (hm : 0 < m) (hmn : m < n) :
    Q₀ * (2 - 1 / (m : ℝ)) < Q₀ * (2 - 1 / (n : ℝ)) := by
  have h : 1 / (n : ℝ) < 1 / (m : ℝ) :=
    one_div_lt_one_div_of_lt (by exact_mod_cast hm) (by exact_mod_cast hmn)
  exact mul_lt_mul_of_pos_left (by linarith) hQ
```

## (h) Two bonds of different strength

For $Q_A,Q_B>0$ and $x+y=1$, show that
$$Q_A(2x-x^2)+Q_B(2y-y^2)\le Q_A+Q_B-\frac{Q_AQ_B}{Q_A+Q_B},$$
with equality exactly when $x=Q_A/(Q_A+Q_B)$.

**Solution.** With $y=1-x$ we have $2y-y^2=1-x^2$, so the left side is
$$Q_B+2Q_Ax-(Q_A+Q_B)x^2=Q_B+\frac{Q_A^2}{Q_A+Q_B}-(Q_A+Q_B)\left(x-\frac{Q_A}{Q_A+Q_B}\right)^2.$$
Since $Q_A^2/(Q_A+Q_B)=Q_A-Q_AQ_B/(Q_A+Q_B)$, the bound and its equality case follow. This square is `key` in the proof, which does not use the general theorem.

Here each optimal order is proportional to its strength, but for three sites that rule fails unless all strengths are equal. For the strengths $2,3,6$ it gives orders $\tfrac2{11},\tfrac3{11},\tfrac6{11}$ and an energy of $\tfrac{827}{121}\approx6.83$, below the maximum of 7.

```lean
/-- Two bonds of strengths `QA, QB > 0` with bond orders summing to one bind by at most
`QA + QB - QA QB / (QA + QB)`, with equality exactly when the first has order
`QA / (QA + QB)`. -/
theorem two_bonds {QA QB x y : ℝ} (hA : 0 < QA) (hB : 0 < QB) (hxy : x + y = 1) :
    bondEnergy QA x + bondEnergy QB y ≤ QA + QB - QA * QB / (QA + QB) ∧
    (bondEnergy QA x + bondEnergy QB y = QA + QB - QA * QB / (QA + QB) ↔
      x = QA / (QA + QB)) := by
  have hS : 0 < QA + QB := add_pos hA hB
  have hS' := hS.ne'
  obtain rfl : y = 1 - x := by linarith
  -- complete the square in the one free bond order
  have key : bondEnergy QA x + bondEnergy QB (1 - x) = QA + QB - QA * QB / (QA + QB)
      - (QA + QB) * (x - QA / (QA + QB)) ^ 2 := by
    unfold bondEnergy
    field_simp
    ring
  have hnn : 0 ≤ (QA + QB) * (x - QA / (QA + QB)) ^ 2 := mul_nonneg hS.le (sq_nonneg _)
  refine ⟨by linarith, fun h => ?_, fun h => ?_⟩
  · have h0 : (QA + QB) * (x - QA / (QA + QB)) ^ 2 = 0 := by linarith
    have hsq := (mul_eq_zero.mp h0).resolve_left hS'
    exact sub_eq_zero.mp ((pow_eq_zero_iff two_ne_zero).mp hsq)
  · have h0 : x - QA / (QA + QB) = 0 := sub_eq_zero.mpr h
    rw [key, h0]
    ring

end

end BondOrderConservation
```

```lean
#print axioms BondOrderConservation.unique_maximum
#print axioms BondOrderConservation.equal_sites
#print axioms BondOrderConservation.coordination_trend
#print axioms BondOrderConservation.two_bonds
```

```
'BondOrderConservation.unique_maximum' depends on axioms: [propext, Classical.choice, Quot.sound]
'BondOrderConservation.equal_sites' depends on axioms: [propext, Classical.choice, Quot.sound]
'BondOrderConservation.coordination_trend' depends on axioms: [propext, Classical.choice, Quot.sound]
'BondOrderConservation.two_bonds' depends on axioms: [propext, Classical.choice, Quot.sound]
```
